# In a normalised state, the anomalous density of two fermionic modes has modulus at most 1/2

For fermionic modes \(p\) and \(q\) with annihilators \(a_p, a_q\) and creators \(c_p, c_q\), and for a unit vector \(v\), write

\[
x_p = \langle v, c_p a_p v\rangle, \qquad \kappa_{pq} = \langle v, a_q a_p v\rangle .
\]

Then

\[
|\kappa_{pq}|^2 \le \min\bigl(x_p(1-x_q),\; x_q(1-x_p)\bigr), \qquad\text{hence}\qquad |\kappa_{pq}| \le \tfrac12 .
\]

If \(|\kappa_{pq}| = \tfrac12\), both occupations equal \(\tfrac12\). For \(p \ne q\) and a unit vector \(\Omega\) annihilated by \(a_p\) and \(a_q\), the state \((\Omega + c_p c_q\Omega)/\sqrt2\) reaches the value \(\tfrac12\).

The number \(\kappa_{pq}\) is the pairing amplitude of BCS and Bogoliubov mean-field theory. The bound limits it in every pure state, correlated or not; mixed states are not treated.

## Modes as operators on an inner-product space

The states live in a complex inner-product space `E`, of any dimension and not necessarily complete. The modes are labelled by an arbitrary index type `ι`. The inner product is conjugate-linear in its first slot, as in Dirac notation.

In Lean 4 with Mathlib:

```lean
import Mathlib

open scoped InnerProductSpace

namespace AnomalousDensity

noncomputable section

variable {ι E : Type*} [DecidableEq ι] [NormedAddCommGroup E] [InnerProductSpace ℂ E]
```

The operators are linear maps defined on all of `E`, and they are assumed to satisfy

\[
\langle c_p x, y\rangle = \langle x, a_p y\rangle, \qquad
a_p a_q + a_q a_p = 0, \qquad
a_p c_q + c_q a_p = \delta_{pq}.
\]

The first relation says that \(c_p\) is the adjoint \(a_p^\dagger\). The other two encode Fermi statistics for orthonormal single-particle orbitals. The structure `IsCAR` records the three relations as `adj`, `anti` and `mixed`, each applied to vectors. The anticommutator of two creators is not listed, since it follows from the other relations by taking adjoints.

```lean
/-- Fermionic modes: annihilators `a p` and creators `c p`, adjoint to each other, that obey
the canonical anticommutation relations. -/
structure IsCAR (a c : ι → E →ₗ[ℂ] E) : Prop where
  adj : ∀ p x y, ⟪c p x, y⟫_ℂ = ⟪x, a p y⟫_ℂ
  anti : ∀ p q x, a p (a q x) + a q (a p x) = 0
  mixed : ∀ p q x, a p (c q x) + c q (a p x) = if p = q then x else 0
```

The occupation is defined as the real part of the expectation value of \(c_p a_p\), which makes it a real number from the start. That nothing is lost by this is shown below.

```lean
/-- The occupation of mode `p` in the state `v`: the real part of `⟨v, c_p a_p v⟩`. -/
def occupation (a c : ι → E →ₗ[ℂ] E) (p : ι) (v : E) : ℝ :=
  (⟪v, c p (a p v)⟫_ℂ).re
```

The anomalous density keeps its complex phase. In `anomalous a p q v` the operator \(a_p\) acts first, so the expression stands for \(\kappa_{pq}\) as written above.

```lean
/-- The anomalous density `⟨v, a_q a_p v⟩` of the modes `p` and `q` in the state `v`. -/
def anomalous (a : ι → E →ₗ[ℂ] E) (p q : ι) (v : E) : ℂ :=
  ⟪v, a q (a p v)⟫_ℂ
```

The candidate for equality superposes a state \(\Omega\) with the same state after a pair has been added:

\[
\psi = \frac{1}{\sqrt2}\bigl(\Omega + c_p c_q \Omega\bigr).
\]

```lean
/-- The superposition `(Ω + c_p c_q Ω) / √2` of the state `Ω` and the state with a pair added. -/
def pairState (c : ι → E →ₗ[ℂ] E) (p q : ι) (Ω : E) : E :=
  ((√2 : ℝ) : ℂ)⁻¹ • (Ω + c p (c q Ω))
```

## Occupations are squared norms

Conjugating the adjoint relation gives its mirror image, in which a creator leaves the right slot:

\[
\langle x, c_p y\rangle = \overline{\langle c_p y, x\rangle} = \overline{\langle y, a_p x\rangle} = \langle a_p x, y\rangle .
\]

```lean
variable {a c : ι → E →ₗ[ℂ] E}

/-- A creator in the right slot of an inner product moves to the left as an annihilator. -/
theorem inner_create (h : IsCAR a c) (p : ι) (x y : E) :
    ⟪x, c p y⟫_ℂ = ⟪a p x, y⟫_ℂ := by
  rw [← inner_conj_symm x (c p y), h.adj, inner_conj_symm]
```

With \(x = v\) and \(y = a_p v\) this becomes

\[
\langle v, c_p a_p v\rangle = \langle a_p v, a_p v\rangle = \|a_p v\|^2 .
\]

The expectation value is therefore real and non-negative.

```lean
/-- The expectation value of the number operator `c_p a_p` is the real number `‖a_p v‖²`. -/
theorem inner_number (h : IsCAR a c) (p : ι) (v : E) :
    ⟪v, c p (a p v)⟫_ℂ = (‖a p v‖ : ℂ) ^ 2 := by
  rw [inner_create h]
  exact inner_self_eq_norm_sq_to_K _
```

Taking the real part gives \(x_p = \|a_p v\|^2\), the form used from here on.

```lean
/-- The occupation of mode `p` in the state `v` is the squared norm of the vector `a p v`. -/
theorem occupation_eq (h : IsCAR a c) (p : ι) (v : E) :
    occupation a c p v = ‖a p v‖ ^ 2 := by
  unfold occupation
  rw [inner_number h, ← Complex.ofReal_pow, Complex.ofReal_re]
```

The hole weight is obtained in the same way. Adjointness gives \(\|c_p v\|^2 = \langle v, a_p c_p v\rangle\), and the anticommutator with \(p = q\) yields

\[
\|a_p v\|^2 + \|c_p v\|^2 = \langle v, (c_p a_p + a_p c_p) v\rangle = \|v\|^2 .
\]

For a unit vector this reads \(\|c_p v\|^2 = 1 - x_p\), which contains the Pauli principle \(0 \le x_p \le 1\). In the proof, `h4` is the anticommutator applied to \(v\). The identity is first established between complex numbers and then transferred to the reals.

```lean
/-- Particle and hole weights of a mode add up to the squared norm of the state. -/
theorem particle_add_hole (h : IsCAR a c) (p : ι) (v : E) :
    ‖a p v‖ ^ 2 + ‖c p v‖ ^ 2 = ‖v‖ ^ 2 := by
  have h1 : (‖a p v‖ : ℂ) ^ 2 = ⟪v, c p (a p v)⟫_ℂ := (inner_number h p v).symm
  have hn : ∀ x : E, ⟪x, x⟫_ℂ = (‖x‖ : ℂ) ^ 2 := fun x => inner_self_eq_norm_sq_to_K x
  have h2 : (‖c p v‖ : ℂ) ^ 2 = ⟪v, a p (c p v)⟫_ℂ := by
    rw [← h.adj, hn]
  have h3 : (‖v‖ : ℂ) ^ 2 = ⟪v, v⟫_ℂ := (hn v).symm
  have h4 : a p (c p v) + c p (a p v) = v := by simpa using h.mixed p p v
  have h5 : (‖a p v‖ : ℂ) ^ 2 + (‖c p v‖ : ℂ) ^ 2 = (‖v‖ : ℂ) ^ 2 := by
    rw [h1, h2, h3, ← inner_add_right, add_comm, h4]
  exact_mod_cast h5
```

## Cauchy–Schwarz with a particle weight and a hole weight

Moving \(a_q\) to the left turns the anomalous density into an overlap of two vectors whose norms are known:

\[
\kappa_{pq} = \langle v, a_q a_p v\rangle = \langle c_q v, a_p v\rangle .
\]

The Cauchy–Schwarz inequality then gives

\[
|\kappa_{pq}|^2 \le \|a_p v\|^2\, \|c_q v\|^2 = x_p (1 - x_q).
\]

Since \(a_q a_p = -a_p a_q\), exchanging the modes changes only the sign, \(\kappa_{pq} = -\kappa_{qp}\). The same estimate for \(\kappa_{qp}\) therefore bounds \(|\kappa_{pq}|^2\) by \(x_q(1-x_p)\) as well.

In the theorem, `key` is the estimate for an arbitrary ordered pair of modes, and `swap` is the antisymmetry. The comment in the proof names the two vectors after the weights that their squared norms measure: \(a_r v\), from which a particle has been removed, gives the particle weight of mode \(r\), and \(c_s v\), to which a particle has been added, gives the hole weight of mode \(s\). The proof uses `key` once in each order. The modes need not be distinct: for \(p = q\) the anomalous density vanishes.

```lean
/-- In a unit state the squared anomalous density is at most the occupation of `p` times the
hole weight of `q`, and at most the same product with the modes exchanged. -/
theorem anomalous_sq_le_min (h : IsCAR a c) (p q : ι) {v : E} (hv : ‖v‖ = 1) :
    ‖anomalous a p q v‖ ^ 2 ≤
      min (occupation a c p v * (1 - occupation a c q v))
        (occupation a c q v * (1 - occupation a c p v)) := by
  -- Cauchy-Schwarz for the hole state `c_s v` and the particle state `a_r v`
  have key : ∀ r s : ι, ‖anomalous a r s v‖ ^ 2 ≤
      occupation a c r v * (1 - occupation a c s v) := by
    intro r s
    have hole : 1 - ‖a s v‖ ^ 2 = ‖c s v‖ ^ 2 := by
      have := particle_add_hole h s v
      rw [hv] at this
      linarith
    rw [occupation_eq h, occupation_eq h, hole, anomalous, ← h.adj]
    calc ‖⟪c s v, a r v⟫_ℂ‖ ^ 2 ≤ (‖c s v‖ * ‖a r v‖) ^ 2 :=
          pow_le_pow_left₀ (norm_nonneg _) (norm_inner_le_norm _ _) 2
      _ = ‖a r v‖ ^ 2 * ‖c s v‖ ^ 2 := by ring
  -- exchanging the modes only changes the sign
  have swap : anomalous a p q v = -anomalous a q p v := by
    unfold anomalous
    rw [eq_neg_of_add_eq_zero_left (h.anti q p v), inner_neg_right]
  refine le_min (key p q) ?_
  rw [swap, norm_neg]
  exact key q p
```

## The universal bound of one half

Suppose \(x_p \le x_q\). Then \(1 - x_q \le 1 - x_p\), and because \(x_p \ge 0\),

\[
|\kappa_{pq}|^2 \le x_p(1-x_q) \le x_p(1-x_p) = \tfrac14 - \bigl(x_p - \tfrac12\bigr)^2 \le \tfrac14 .
\]

If \(x_q \le x_p\), the second entry of the minimum gives the same conclusion with the modes exchanged. In both cases \(|\kappa_{pq}| \le \tfrac12\).

The two branches after `rcases` are these two cases. The terms handed to `nlinarith` are the product of the smaller occupation with the difference of the occupations, and the square \((x - \tfrac12)^2\), where \(x\) is the smaller occupation.

```lean
/-- The anomalous density of two modes in a unit state has modulus at most one half. -/
theorem anomalous_le_half (h : IsCAR a c) (p q : ι) {v : E} (hv : ‖v‖ = 1) :
    ‖anomalous a p q v‖ ≤ 1 / 2 := by
  obtain ⟨h1, h2⟩ := le_min_iff.1 (anomalous_sq_le_min h p q hv)
  have hx : 0 ≤ occupation a c p v := by rw [occupation_eq h]; positivity
  have hy : 0 ≤ occupation a c q v := by rw [occupation_eq h]; positivity
  have h3 : ‖anomalous a p q v‖ ^ 2 ≤ 1 / 4 := by
    rcases le_total (occupation a c p v) (occupation a c q v) with hl | hl
    · nlinarith [mul_nonneg hx (sub_nonneg.2 hl), sq_nonneg (occupation a c p v - 1 / 2)]
    · nlinarith [mul_nonneg hy (sub_nonneg.2 hl), sq_nonneg (occupation a c q v - 1 / 2)]
  nlinarith [norm_nonneg (anomalous a p q v)]
```

## Maximal pairing needs two half-filled modes

Let \(|\kappa_{pq}| = \tfrac12\), and let \(x\) be the smaller occupation and \(y\) the larger. The chain above now starts from \(\tfrac14\), so

\[
\tfrac14 \le \tfrac14 - \bigl(x-\tfrac12\bigr)^2 ,
\]

which forces \(x = \tfrac12\). The bound \(\tfrac14 \le x(1-y) = \tfrac12(1-y)\) then gives \(y \le \tfrac12\), while \(y \ge x = \tfrac12\) by assumption. Hence \(y = \tfrac12\).

Half filling alone does not produce pairing. For distinct modes and a vacuum \(\Omega\), the one-particle state \((c_p\Omega + c_q\Omega)/\sqrt2\) has both occupations equal to \(\tfrac12\) and \(\kappa_{pq} = 0\).

```lean
/-- If the anomalous density in a unit state has modulus one half, both modes are half filled. -/
theorem half_filled_of_maximal (h : IsCAR a c) (p q : ι) {v : E} (hv : ‖v‖ = 1)
    (hmax : ‖anomalous a p q v‖ = 1 / 2) :
    occupation a c p v = 1 / 2 ∧ occupation a c q v = 1 / 2 := by
  obtain ⟨h1, h2⟩ := le_min_iff.1 (anomalous_sq_le_min h p q hv)
  have hx : 0 ≤ occupation a c p v := by rw [occupation_eq h]; positivity
  have hy : 0 ≤ occupation a c q v := by rw [occupation_eq h]; positivity
  rw [hmax] at h1 h2
  generalize occupation a c p v = x at *
  generalize occupation a c q v = y at *
  -- the smaller occupation is fixed first, the other one follows
  rcases le_total x y with hl | hl
  · have h3 : (x - 1 / 2) ^ 2 = 0 :=
      le_antisymm (by nlinarith [mul_nonneg hx (sub_nonneg.2 hl)]) (sq_nonneg _)
    have h4 : x = 1 / 2 := sub_eq_zero.1 (pow_eq_zero_iff two_ne_zero |>.1 h3)
    subst h4
    exact ⟨rfl, by linarith⟩
  · have h3 : (y - 1 / 2) ^ 2 = 0 :=
      le_antisymm (by nlinarith [mul_nonneg hy (sub_nonneg.2 hl)]) (sq_nonneg _)
    have h4 : y = 1 / 2 := sub_eq_zero.1 (pow_eq_zero_iff two_ne_zero |>.1 h3)
    subst h4
    exact ⟨by linarith, rfl⟩
```

## A superposition of vacuum and pair reaches the bound

Let \(p \neq q\), \(\|\Omega\| = 1\) and \(a_p\Omega = a_q\Omega = 0\). Only these two modes have to be empty in \(\Omega\); any others may be filled. Moving annihilators to the right gives

\[
a_q c_q \Omega = \Omega, \qquad a_p c_q\Omega = -c_q a_p\Omega = 0, \qquad a_p c_p c_q\Omega = c_q\Omega - c_p a_p c_q\Omega = c_q\Omega .
\]

These are `e1`, `e2` and `e3` in the proof. The vacuum and the pair state are orthonormal, because

\[
\langle c_p c_q\Omega, \Omega\rangle = \langle c_q\Omega, a_p\Omega\rangle = 0, \qquad
\|c_p c_q\Omega\|^2 = \langle c_q\Omega, a_p c_p c_q\Omega\rangle = \|c_q\Omega\|^2 = \langle\Omega, a_q c_q\Omega\rangle = 1 .
\]

The overlaps are `o1` to `o4`. They give \(\|\psi\|^2 = \tfrac12(1+1) = 1\). The operator \(a_q a_p\) annihilates the \(\Omega\) component of \(\psi\) and turns the pair component into a multiple of \(\Omega\):

\[
a_q a_p \psi = \frac{1}{\sqrt2}\,\Omega, \qquad
\kappa_{pq} = \frac{1}{\sqrt2}\langle\psi,\Omega\rangle = \frac12 .
\]

The theorem states both the normalisation and this value, including its sign. The opposite order of the annihilators would give \(-\tfrac12\).

```lean
/-- For distinct modes `p`, `q` and a unit vector `Ω` annihilated by both `a_p` and `a_q`, the
state `(Ω + c_p c_q Ω) / √2` is normalised and has anomalous density one half. -/
theorem pairState_attains (h : IsCAR a c) {p q : ι} (hpq : p ≠ q) {Ω : E} (hΩ : ‖Ω‖ = 1)
    (hp : a p Ω = 0) (hq : a q Ω = 0) :
    ‖pairState c p q Ω‖ = 1 ∧ anomalous a p q (pairState c p q Ω) = 1 / 2 := by
  -- annihilators acting on the created particles
  have e1 : a q (c q Ω) = Ω := by simpa [hq] using h.mixed q q Ω
  have e2 : a p (c q Ω) = 0 := by simpa [hp, hpq] using h.mixed p q Ω
  have e3 : a p (c p (c q Ω)) = c q Ω := by simpa [e2] using h.mixed p p (c q Ω)
  -- the vacuum and the pair are orthonormal
  have o1 : ⟪Ω, Ω⟫_ℂ = 1 := by
    rw [inner_self_eq_norm_sq_to_K, hΩ]
    simp
  have o2 : ⟪c p (c q Ω), Ω⟫_ℂ = 0 := by rw [h.adj, hp, inner_zero_right]
  have o3 : ⟪Ω, c p (c q Ω)⟫_ℂ = 0 := by rw [inner_create h, hp, inner_zero_left]
  have o4 : ⟪c p (c q Ω), c p (c q Ω)⟫_ℂ = 1 := by rw [h.adj, e3, h.adj, e1, o1]
  have hs : starRingEnd ℂ ((√2 : ℝ) : ℂ)⁻¹ * ((√2 : ℝ) : ℂ)⁻¹ = 1 / 2 := by
    rw [map_inv₀, Complex.conj_ofReal, ← mul_inv, ← Complex.ofReal_mul,
      Real.mul_self_sqrt (by norm_num)]
    norm_num
  constructor
  · have h1 : ⟪pairState c p q Ω, pairState c p q Ω⟫_ℂ = 1 := by
      rw [pairState, inner_smul_left, inner_smul_right, inner_add_left, inner_add_right,
        inner_add_right, o1, o2, o3, o4]
      linear_combination 2 * hs
    have hn : ⟪pairState c p q Ω, pairState c p q Ω⟫_ℂ = (‖pairState c p q Ω‖ : ℂ) ^ 2 :=
      inner_self_eq_norm_sq_to_K _
    rw [hn] at h1
    have h2 : ‖pairState c p q Ω‖ ^ 2 = 1 := by exact_mod_cast h1
    nlinarith [norm_nonneg (pairState c p q Ω)]
  · have e4 : a q (a p (pairState c p q Ω)) = ((√2 : ℝ) : ℂ)⁻¹ • Ω := by
      simp only [pairState, map_smul, map_add, hp, e3, e1, zero_add]
    rw [anomalous, e4, pairState, inner_smul_left, inner_smul_right, inner_add_left, o1, o2,
      add_zero, mul_one, hs]
```

## Two modes on a four-dimensional Fock space

A concrete model shows that the assumptions can be met. Number the modes 0 and 1 and use the ordered basis \(\Omega,\ c_0\Omega,\ c_1\Omega,\ c_0c_1\Omega\). For a vector with coordinates \((x_0,x_1,x_2,x_3)\), which are amplitudes here and not occupations, the annihilators act as

\[
a_0 x = (x_1, 0, x_3, 0), \qquad a_1 x = (x_2, -x_3, 0, 0).
\]

The minus sign arises because \(a_1\) has to pass \(c_0\) before it reaches \(c_1\).

```lean
/-- Annihilators of two modes on the four-dimensional Fock space with basis
`Ω`, `c₀ Ω`, `c₁ Ω`, `c₀ c₁ Ω`. -/
def fockA (p : Fin 2) : EuclideanSpace ℂ (Fin 4) →ₗ[ℂ] EuclideanSpace ℂ (Fin 4) where
  toFun x := ![!₂[x 1, 0, x 3, 0], !₂[x 2, -x 3, 0, 0]] p
  map_add' x y := by ext i; fin_cases p <;> fin_cases i <;> simp [add_comm]
  map_smul' r x := by ext i; fin_cases p <;> fin_cases i <;> simp
```

The creators are the conjugate transposes of these matrices:

\[
c_0 x = (0, x_0, 0, x_2), \qquad c_1 x = (0, 0, x_0, -x_1).
\]

```lean
/-- Creators of the two modes on the same four-dimensional Fock space. -/
def fockC (p : Fin 2) : EuclideanSpace ℂ (Fin 4) →ₗ[ℂ] EuclideanSpace ℂ (Fin 4) where
  toFun x := ![!₂[0, x 0, 0, x 2], !₂[0, 0, x 0, -x 1]] p
  map_add' x y := by ext i; fin_cases p <;> fin_cases i <;> simp [add_comm]
  map_smul' r x := by ext i; fin_cases p <;> fin_cases i <;> simp
```

It remains to compare coordinates for every choice of modes. The first basis vector has norm one and is annihilated by both \(a_0\) and \(a_1\), so it can serve as \(\Omega\) in the preceding theorem.

```lean
/-- The two modes on the four-dimensional Fock space obey the anticommutation relations, and
the first basis vector is a unit vector annihilated by both annihilators. -/
theorem isCAR_witness :
    IsCAR fockA fockC ∧ ‖(!₂[1, 0, 0, 0] : EuclideanSpace ℂ (Fin 4))‖ = 1 ∧
      ∀ p, fockA p !₂[1, 0, 0, 0] = 0 := by
  refine ⟨⟨?_, ?_, ?_⟩, ?_, ?_⟩
  · intro p x y
    fin_cases p <;> simp [fockA, fockC, PiLp.inner_apply, Fin.sum_univ_four]
  · intro p q x
    ext i
    fin_cases p <;> fin_cases q <;> fin_cases i <;> simp [fockA]
  · intro p q x
    ext i
    fin_cases p <;> fin_cases q <;> fin_cases i <;> simp [fockA, fockC]
  · simp [EuclideanSpace.norm_eq, Fin.sum_univ_four]
  · intro p
    ext i
    fin_cases p <;> fin_cases i <;> simp [fockA]

end

end AnomalousDensity
```

```lean
#print axioms AnomalousDensity.anomalous_le_half
-- 'AnomalousDensity.anomalous_le_half' depends on axioms: [propext, Classical.choice, Quot.sound]
#print axioms AnomalousDensity.half_filled_of_maximal
-- 'AnomalousDensity.half_filled_of_maximal' depends on axioms: [propext, Classical.choice, Quot.sound]
#print axioms AnomalousDensity.pairState_attains
-- 'AnomalousDensity.pairState_attains' depends on axioms: [propext, Classical.choice, Quot.sound]
```

## Checking a pairing tensor in a mean-field code

A Hartree–Fock–Bogoliubov program stores a density matrix, with the occupations \(x_p\) on its diagonal, and a pairing tensor with entries \(\kappa_{pq}\). For a normalised state, each entry can be tested by computing

\[
|\kappa_{pq}|^2 - \min\bigl(x_p(1-x_q),\, x_q(1-x_p)\bigr)
\]

and checking that it does not exceed a small rounding tolerance. The order in which a program writes the two annihilators is irrelevant here, since it affects only the sign of \(\kappa_{pq}\). The orbitals must be orthonormal, so matrices held in a non-orthogonal atomic basis have to be transformed first. The occupations must be those of single spin orbitals, which lie between 0 and 1; a density matrix summed over spin cannot be inserted directly. Passing the test is necessary for a valid state but not sufficient: it ignores the off-diagonal elements of the density matrix, and it looks at one pair of modes at a time.

Let \(p\) and \(q\) be the two partners of one pair in a BCS state, with real amplitudes \(u\) and \(w\) for the pair being empty and filled, where \(u^2 + w^2 = 1\). Both occupations are \(w^2\) and \(|\kappa_{pq}| = |uw|\). The bound by the minimum then holds with equality at every filling, and \(u = w = 1/\sqrt2\) gives the same maximal value \(\tfrac12\) as \(\psi\).

## The same estimate for the normal density

The off-diagonal element \(\gamma_{pq} = \langle v, c_q a_p v\rangle\) of the one-particle density matrix can be treated in the same way, though this variant is derived here by hand only. Adjointness gives \(\gamma_{pq} = \langle a_q v, a_p v\rangle\), and for \(p \neq q\) the anticommutator gives \(\gamma_{pq} = -\langle c_p v, c_q v\rangle\). Two applications of Cauchy–Schwarz yield

\[
|\gamma_{pq}|^2 \le \min\bigl(x_p x_q,\; (1-x_p)(1-x_q)\bigr).
\]

For two different modes, a non-zero \(\gamma_{pq}\) and a non-zero \(\kappa_{pq}\) both require particle and hole weight in each mode. The bounds differ in how the weights are combined: the one for \(\gamma_{pq}\) multiplies particle with particle weight and hole with hole weight, while the one for \(\kappa_{pq}\) multiplies the particle weight of one mode with the hole weight of the other.
